# The so(4) commutation relations alone do not make L² + A² + 1 the square of an integer

Q: Leave the condition L·A = 0 out of Pauli's treatment of hydrogen, and I am told the algebra admits a level at −1/5 hartree. Hydrogen has nothing there: its ground state is at −1/2 and the next level at −1/8. Where does that number come from, and how can two-by-two matrices settle a question about hydrogen?

A: Take atomic units. L is the orbital angular momentum, and A is the Runge-Lenz vector divided by √(−2E), acting on the states of one bound energy E. The Coulomb problem supplies

L² + A² + 1 = −1/(2E),

where the 1 is a quantum correction arising because the position, momentum and angular momentum operators in the Runge-Lenz vector do not commute. L and A also obey the so(4) relations, with ε the Levi-Civita symbol:

[L_j, L_k] = i Σ_l ε_jkl L_l

[L_j, A_k] = i Σ_l ε_jkl A_l

[A_j, A_k] = i Σ_l ε_jkl L_l

Pauli's argument needs the left side of the energy formula to be n² for a positive integer n. The commutators alone don't give that. Let s_j be the Pauli matrices, S_j = s_j/2, and choose L = A = S. All three families reduce to the spin commutators, so they hold. Each s_j² is the identity, hence

L·A = L² = A² = 3 · 1/4 = 3/4

L² + A² + 1 = 3/4 + 3/4 + 1 = 5/2.

If 5/2 were n², then 2n² = 5, an even number equal to an odd one. Inserted in the energy formula, 5/2 gives your E = −1/5.

Q: What does L·A = 0 do to exclude this?

A: Put M = (L + A)/2 and N = (L − A)/2. These are two commuting angular momenta, with M² − N² = L·A. In an irreducible representation the condition forces equal spins j, and then L² + A² + 1 = 4j(j+1) + 1 = (2j+1)². The counterexample has M = S and N = 0, so the spins are 1/2 and 0. This paragraph is background; the Lean file establishes the counterexample, not the positive half of Pauli's argument.

Q: Perhaps A = S is just a perverse choice. Might another A go with the same L and behave properly?

A: No. Number the components 0, 1, 2 for x, y, z, and number matrix entries from 0. Suppose L = S and A is any triple of complex 2×2 matrices obeying the relations.

First, [S₂, A₂] = 0. Since S₂ = diag(1/2, −1/2), the off-diagonal entries of this commutator are (A₂)₀₁ and −(A₂)₁₀, so both vanish and A₂ is diagonal. Next, [S₀, A₁] = i A₂, and a commutator of matrices has zero trace, so A₂ is traceless. Therefore A₂ = c S₂ with c = 2(A₂)₀₀.

The mixed relations carry c to the other components:

i A₀ = [S₁, A₂] = c [S₁, S₂] = i c S₀

i A₁ = [S₂, A₀] = c [S₂, S₀] = i c S₁.

Finally,

i S₂ = [A₀, A₁] = c² [S₀, S₁] = i c² S₂,

so c² = 1 and A = ±S. Both signs work, because reversing A changes both sides of the mixed relation and neither side of the last family. Then L·A = ±3/4, never zero, while A² = 3/4 and the value 5/2 stays.

Q: Now the formal version. What is a vector operator there?

```lean
import Mathlib

open Matrix

namespace PauliHydrogenCounterexample

noncomputable section
```

A: A function from `Fin 3` to complex square matrices, one matrix per Cartesian component. The Levi-Civita symbol is a table with complex entries, in the same 0, 1, 2 numbering.

```lean
/-- The Levi-Civita symbol on three Cartesian indices. -/
def eps : Fin 3 → Fin 3 → Fin 3 → ℂ :=
  ![![![0, 0, 0], ![0, 0, 1], ![0, -1, 0]],
    ![![0, 0, -1], ![0, 0, 0], ![1, 0, 0]],
    ![![0, 1, 0], ![-1, 0, 0], ![0, 0, 0]]]
```

Q: And where might a hidden assumption about L·A creep in?

A: You can inspect the structure that states the algebra. It has three fields, one for each family of commutators, and nothing else.

```lean
/-- The so(4) commutation relations between an angular momentum `L` and a
scaled Runge-Lenz vector `A`, without any condition on `L · A`. -/
structure IsSO4 {n : Type*} [Fintype n] (L A : Fin 3 → Matrix n n ℂ) : Prop where
  LL : ∀ j k, L j * L k - L k * L j = ∑ l, (Complex.I * eps j k l) • L l
  LA : ∀ j k, L j * A k - A k * L j = ∑ l, (Complex.I * eps j k l) • A l
  AA : ∀ j k, A j * A k - A k * A j = ∑ l, (Complex.I * eps j k l) • L l
```

The factor i without ħ fixes the units, and the plus sign in `AA` fixes the bound-state scaling of A. Hermiticity isn't required, so the classification covers non-Hermitian A as well. The scalar product is the sum of component products, L on the left; the order is immaterial under these relations, since L_i commutes with A_i.

```lean
/-- The scalar product of two vector operators. -/
def dotOp {n : Type*} [Fintype n] (L A : Fin 3 → Matrix n n ℂ) : Matrix n n ℂ :=
  ∑ i, L i * A i
```

The matrices are the usual ones, and `spin j` is the S_j used above.

```lean
/-- The three Pauli matrices. -/
def pauli : Fin 3 → Matrix (Fin 2) (Fin 2) ℂ :=
  ![!![0, 1; 1, 0], !![0, -Complex.I; Complex.I, 0], !![1, 0; 0, -1]]

/-- The spin-1/2 operators, half the Pauli matrices. -/
def spin (j : Fin 3) : Matrix (Fin 2) (Fin 2) ℂ := (1 / 2 : ℂ) • pauli j
```

Q: There is no Hamiltonian in any of this.

A: True. The Coulomb potential, the energy formula and the construction of A from position and momentum are all absent. The theorems concern the algebraic step only, and the two-dimensional example is not a hydrogen shell: its L has spin 1/2, whereas orbital angular momentum has integer quantum numbers. That fact would exclude this example even without L·A = 0, but it does not rescue the inference. Taking L = A = the spin-1 matrices also satisfies the relations and gives 2 + 2 + 1 = 5, again not a square; this second example is not in the Lean file. For refuting the inference "so(4) relations, therefore a perfect square", one finite-dimensional representation is enough.

Q: How are the spin facts checked?

A: By entries. For the commutators, `fin_cases` runs through every pair of components and every matrix entry; `simp` evaluates the tables, and what remains is arithmetic, sometimes using i² = −1.

```lean
/-- The spin-1/2 operators obey the angular momentum commutation relations. -/
theorem spin_comm (j k : Fin 3) :
    spin j * spin k - spin k * spin j = ∑ l, (Complex.I * eps j k l) • spin l := by
  ext a b
  fin_cases j <;> fin_cases k <;> fin_cases a <;> fin_cases b <;>
    simp [spin, pauli, eps, Fin.sum_univ_succ] <;>
    first
      | ring1
      | linear_combination (1 / 2 : ℂ) * Complex.I_sq
      | linear_combination (-1 / 2 : ℂ) * Complex.I_sq
```

The squared spin is handled in the same way.

```lean
/-- The squared spin of a spin-1/2 is 3/4 times the identity. -/
theorem spin_sq : dotOp spin spin = (3 / 4 : ℂ) • 1 := by
  ext a b
  fin_cases a <;> fin_cases b <;>
    simp [dotOp, spin, pauli, Fin.sum_univ_succ] <;>
    ring1
```

The sign reversal is proved for matrices of any finite size. In `LA` the minus sign passes through both sides; in `AA` the two signs cancel.

```lean
/-- Reversing the sign of the Runge-Lenz vector preserves the so(4) relations. -/
theorem IsSO4.neg_right {n : Type*} [Fintype n] {L A : Fin 3 → Matrix n n ℂ}
    (h : IsSO4 L A) : IsSO4 L (-A) where
  LL := h.LL
  LA j k := by
    simp only [Pi.neg_apply, mul_neg, neg_mul, smul_neg, Finset.sum_neg_distrib]
    rw [← h.LA j k]
    abel
  AA j k := by
    simpa only [Pi.neg_apply, neg_mul_neg] using h.AA j k
```

Q: Then which theorem is the counterexample?

A: The next one. Its four parts say that `spin` paired with itself satisfies `IsSO4`, that the scalar product is 3/4 times the identity, that L² + A² + 1 is 5/2 times the identity, and that 5/2 differs from n² for every integer n.

```lean
/-- With `L = A = s/2` all so(4) relations hold and `L · A = 3/4`, yet
`L² + A² + 1` is 5/2 times the identity, and 5/2 is not the square of an integer. -/
theorem pauli_argument_counterexample :
    IsSO4 spin spin ∧ dotOp spin spin = (3 / 4 : ℂ) • 1 ∧
      dotOp spin spin + dotOp spin spin + 1 = (5 / 2 : ℂ) • 1 ∧
      ∀ n : ℤ, (5 / 2 : ℂ) ≠ (n : ℂ) ^ 2 := by
  refine ⟨⟨spin_comm, spin_comm, spin_comm⟩, spin_sq, ?_, ?_⟩
  · rw [spin_sq]
    module
  · intro n hn
    -- clearing the denominator gives an even number equal to 5
    have h1 : (2 : ℂ) * (n : ℂ) ^ 2 = 5 := by linear_combination (-2 : ℂ) * hn
    have h2 : 2 * n ^ 2 = 5 := by exact_mod_cast h1
    generalize n ^ 2 = m at h2
    omega
```

The spin commutators fill all three fields of the structure. The third part is the sum 3/4 + 3/4 + 1. For the fourth, the equation is cleared of its denominator, moved from complex numbers to integers, and rejected by `omega` on parity.

Q: Does the classification follow your derivation, or does it search through cases?

A: It follows the derivation. The statement is an equivalence: `IsSO4 spin A` holds exactly when A is `spin` or `-spin`.

```lean
/-- If `L` is the spin-1/2 operator, the so(4) relations hold exactly for
`A = L` and `A = -L`. -/
theorem so4_spin_iff (A : Fin 3 → Matrix (Fin 2) (Fin 2) ℂ) :
    IsSO4 spin A ↔ A = spin ∨ A = -spin := by
  have hs : IsSO4 spin spin := ⟨spin_comm, spin_comm, spin_comm⟩
  constructor
  · intro h
    have cancel : ∀ X Y : Matrix (Fin 2) (Fin 2) ℂ,
        Complex.I • X = Complex.I • Y → X = Y := by
      intro X Y hXY
      have h' := congrArg (fun M => (-Complex.I) • M) hXY
      simpa [smul_smul] using h'
    -- the mixed commutators, entry by entry
    have E : ∀ j k a b, (spin j a 0 * A k 0 b + spin j a 1 * A k 1 b)
        - (A k a 0 * spin j 0 b + A k a 1 * spin j 1 b)
        = Complex.I * eps j k 0 * A 0 a b + Complex.I * eps j k 1 * A 1 a b
          + Complex.I * eps j k 2 * A 2 a b := by
      intro j k a b
      have e := congrFun (congrFun (h.LA j k) a) b
      simpa only [Matrix.sub_apply, Matrix.mul_apply, Fin.sum_univ_two,
        Fin.sum_univ_three, Matrix.add_apply, Matrix.smul_apply, smul_eq_mul] using e
    have e1 := E 2 2 0 1
    have e2 := E 2 2 1 0
    have e3 := E 0 1 0 0
    have e4 := E 0 1 1 1
    simp only [spin, pauli, eps, Matrix.smul_apply, smul_eq_mul, Matrix.of_apply,
      Matrix.cons_val] at e1 e2 e3 e4
    -- the z component is diagonal and traceless
    have x01 : A 2 0 1 = 0 := by linear_combination e1
    have x10 : A 2 1 0 = 0 := by linear_combination -e2
    have x11 : A 2 1 1 = -A 2 0 0 := by
      linear_combination Complex.I * (e3 + e4) + (A 2 0 0 + A 2 1 1) * Complex.I_sq
    obtain ⟨c, h2⟩ : ∃ c : ℂ, A 2 = c • spin 2 := by
      refine ⟨2 * A 2 0 0, ?_⟩
      ext a b
      fin_cases a <;> fin_cases b <;> simp [spin, pauli, x01, x10, x11] <;> ring
    have a12 : spin 1 * A 2 - A 2 * spin 1 = Complex.I • A 0 := by
      simpa [eps, Fin.sum_univ_three] using h.LA 1 2
    have a20 : spin 2 * A 0 - A 0 * spin 2 = Complex.I • A 1 := by
      simpa [eps, Fin.sum_univ_three] using h.LA 2 0
    have a01 : A 0 * A 1 - A 1 * A 0 = Complex.I • spin 2 := by
      simpa [eps, Fin.sum_univ_three] using h.AA 0 1
    have s12 : spin 1 * spin 2 - spin 2 * spin 1 = Complex.I • spin 0 := by
      simpa [eps, Fin.sum_univ_three] using spin_comm 1 2
    have s20 : spin 2 * spin 0 - spin 0 * spin 2 = Complex.I • spin 1 := by
      simpa [eps, Fin.sum_univ_three] using spin_comm 2 0
    have s01 : spin 0 * spin 1 - spin 1 * spin 0 = Complex.I • spin 2 := by
      simpa [eps, Fin.sum_univ_three] using spin_comm 0 1
    -- rotations carry the same factor to the other components
    have h0 : A 0 = c • spin 0 := by
      apply cancel
      rw [← a12, h2, smul_comm, ← s12]
      simp only [Matrix.mul_smul, Matrix.smul_mul, smul_sub]
    have h1 : A 1 = c • spin 1 := by
      apply cancel
      rw [← a20, h0, smul_comm, ← s20]
      simp only [Matrix.mul_smul, Matrix.smul_mul, smul_sub]
    -- the commutator of A with itself fixes the factor up to sign
    have hc : (c * c) • spin 2 = spin 2 := by
      apply cancel
      rw [← a01, h0, h1, smul_comm, ← s01]
      simp only [Matrix.mul_smul, Matrix.smul_mul, smul_sub, smul_smul]
    have e : c * c * (1 / 2 * 1) = 1 / 2 * 1 := congrFun (congrFun hc 0) 0
    have hcc : c * c = 1 := by linear_combination 2 * e
    rcases mul_self_eq_one_iff.mp hcc with rfl | rfl
    · left
      funext j
      fin_cases j
      · simpa using h0
      · simpa using h1
      · simpa using h2
    · right
      funext j
      fin_cases j
      · simpa using h0
      · simpa using h1
      · simpa using h2
  · rintro (rfl | rfl)
    · exact hs
    · exact hs.neg_right
```

`E` writes the mixed commutators out in entries. From it, `e1` and `e2` remove the off-diagonal entries of A₂, and the sum of `e3` and `e4` is the trace argument, giving `x11`. The factor c appears in `h2`; `h0` and `h1` carry it to the other two components, with `cancel` stripping the common factor i. Then `hc` compares the last commutator with its spin version, and one matrix entry yields c² = 1. The converse uses the spin commutators and the sign reversal.

Q: So what may I conclude about every possible A?

A: For this L, that L·A is nonzero and L² + A² + 1 is 5/2 times the identity.

```lean
/-- If `L` is the spin-1/2 operator, every `A` obeying the so(4) relations with it has `L · A ≠ 0`
and gives `L² + A² + 1 = 5/2`. -/
theorem so4_spin_value (A : Fin 3 → Matrix (Fin 2) (Fin 2) ℂ) (h : IsSO4 spin A) :
    dotOp spin A ≠ 0 ∧ dotOp spin spin + dotOp A A + 1 = (5 / 2 : ℂ) • 1 := by
  have hne : dotOp spin spin ≠ 0 := by
    rw [spin_sq]
    intro h0
    have e := congrFun (congrFun h0 0) 0
    norm_num [Matrix.smul_apply] at e
  have hval := pauli_argument_counterexample.2.2.1
  rcases (so4_spin_iff A).mp h with rfl | rfl
  · exact ⟨hne, hval⟩
  · have n1 : dotOp spin (-spin) = -dotOp spin spin := by
      simp only [dotOp, Pi.neg_apply, mul_neg, Finset.sum_neg_distrib]
    have n2 : dotOp (-spin) (-spin) = dotOp spin spin := by
      simp only [dotOp, Pi.neg_apply, neg_mul_neg]
    rw [n1, n2]
    exact ⟨neg_ne_zero.mpr hne, hval⟩

end

end PauliHydrogenCounterexample
```

The proof takes the two cases of the classification. The scalar product is ±3/4 times the identity, nonzero by its upper left entry, and A² is the same for both signs. Other choices of L are not classified here.

Q: Would I ever meet this in a calculation?

A: Yes, if you build matrices for L and A in a shell of non-relativistic, one-electron hydrogen. A convenient construction takes two spins M and N on a tensor product and sets L = M + N, A = M − N. If the code gives them different spin lengths by mistake, a check of the three commutator families still passes. Computing Σ_i L_i A_i exposes the error, because it equals M² − N² and should be the zero matrix. An overall sign error in A passes both checks, so that convention has to be compared separately.

```lean
#print axioms PauliHydrogenCounterexample.pauli_argument_counterexample
-- 'PauliHydrogenCounterexample.pauli_argument_counterexample' depends on axioms: [propext, Classical.choice, Quot.sound]
#print axioms PauliHydrogenCounterexample.so4_spin_value
-- 'PauliHydrogenCounterexample.so4_spin_value' depends on axioms: [propext, Classical.choice, Quot.sound]
```
